# The ferromagnetic–Néel energy difference of a spin-½ Heisenberg dimer is half its singlet–triplet gap

Two spins one-half coupled by $H = J\,\mathbf S_1\cdot\mathbf S_2$, with $\hbar = 1$ and $J > 0$, have a singlet at $-3J/4$ and a threefold triplet at $J/4$. The ferromagnetic product state (up-up) has energy $E_F = J/4$, and the Néel product state (up-down) has the energy expectation $E_N = -J/4$. Hence

$$E_F - E_N = \frac J2 = \frac{E_T - E_S}{2},$$

where $E_S$ and $E_T$ are the singlet and triplet energies. For $J>0$, no product of normalised spinors has energy below $-J/4$, so none reaches the singlet level.

## From two total energies to $J$

A broken-symmetry calculation, with or without a Hubbard correction, gives one total energy for parallel and one for antiparallel local moments. A script that maps these onto an isolated dimer of two spins one-half should return $J = 2(E_F - E_N)$. If it takes the antiparallel energy for that of the singlet, it returns half the coupling. An energy offset common to both states cancels in the difference.

The convention matters as well. Here positive $J$ is antiferromagnetic and each pair is counted once. A code that writes $H = -2J'\,\mathbf S_1\cdot\mathbf S_2$ has $J = -2J'$.

## Levels and product energies from the spin swap

Write a state as amplitudes $v_{ij}$ with $i,j\in\{0,1\}$, where 0 is up, 1 is down, and the first index belongs to the first spin. The $z$ term of $\mathbf S_1\cdot\mathbf S_2$ gives $1/4$ on parallel and $-1/4$ on antiparallel spins. The $x$ and $y$ terms together exchange up-down and down-up with amplitude $1/2$, and cancel on parallel spins. Both cases fit one formula:

$$(Hv)_{ij} = J\left(\tfrac12 v_{ji} - \tfrac14 v_{ij}\right),$$

that is, $H = J(P/2 - 1/4)$, where $P$ swaps the spins.

**Levels.** Let $J\neq0$. At energy $-3J/4$, the equations for $v_{00}$ and $v_{11}$ read $\tfrac J4 v_{ii} = -\tfrac{3J}4 v_{ii}$, so both amplitudes vanish. The equation for $v_{01}$ gives $v_{10} = -v_{01}$. One free amplitude remains, and the normalised solution is the singlet $(|{\uparrow\downarrow}\rangle - |{\downarrow\uparrow}\rangle)/\sqrt2$.

At energy $J/4$, the equations for $v_{00}$ and $v_{11}$ hold identically, and the other two reduce to $v_{01} = v_{10}$. Three amplitudes are free. The dimensions add up to $1+3=4$, which leaves no room for a further level.

**Product states.** For normalised spinors $a$ and $b$, the swap has the expectation value

$$\sum_{i,j} a_i^* b_j^*\, a_j b_i = \langle a|b\rangle\langle b|a\rangle = |\langle a|b\rangle|^2,$$

and therefore

$$E(a\otimes b) = J\left(\tfrac12|\langle a|b\rangle|^2 - \tfrac14\right).$$

Equal spinors give $E_F = J/4$, and orthogonal ones give $E_N = -J/4$. For $J>0$ the latter is the minimum, since $|\langle a|b\rangle|^2\ge0$. The Néel state is an equal-weight superposition of the singlet and one triplet state, so its energy lies midway between the two levels.

**Coupling from $\langle S^2\rangle$.** Each spin has $\mathbf S_1^2 = \mathbf S_2^2 = 3/4$, so the total spin satisfies $S^2 = 2\,\mathbf S_1\cdot\mathbf S_2 + 3/2$. For two normalised states $\psi$ and $\varphi$ this gives

$$E_\psi - E_\varphi = \tfrac J2\left(\langle S^2\rangle_\psi - \langle S^2\rangle_\varphi\right).$$

If the two values of $\langle S^2\rangle$ differ, this can be solved for $J$, which is the Yamaguchi formula in the present convention. The ferromagnetic and Néel states have $\langle S^2\rangle = 2$ and $1$, and the formula reduces to $J = 2(E_F - E_N)$.

## The Lean file

```lean
import Mathlib

open Matrix
open scoped Kronecker

namespace HeisenbergDimer

noncomputable section

/-- States of two spins one-half, as amplitudes in the product basis (0 is up, 1 is down). -/
abbrev State := Fin 2 × Fin 2 → ℂ

/-- The x component of a spin one-half. -/
def sx : Matrix (Fin 2) (Fin 2) ℂ := !![0, 1 / 2; 1 / 2, 0]

/-- The y component of a spin one-half. -/
def sy : Matrix (Fin 2) (Fin 2) ℂ := !![0, -Complex.I / 2; Complex.I / 2, 0]

/-- The z component of a spin one-half. -/
def sz : Matrix (Fin 2) (Fin 2) ℂ := !![1 / 2, 0; 0, -1 / 2]

/-- The scalar product `S₁·S₂` of the two spins. -/
def exchange : Matrix (Fin 2 × Fin 2) (Fin 2 × Fin 2) ℂ :=
  sx ⊗ₖ sx + sy ⊗ₖ sy + sz ⊗ₖ sz

/-- The Heisenberg Hamiltonian `H = J S₁·S₂`. -/
def hamiltonian (J : ℝ) : Matrix (Fin 2 × Fin 2) (Fin 2 × Fin 2) ℂ := (J : ℂ) • exchange

/-- A Cartesian component of the total spin, `s ⊗ 1 + 1 ⊗ s`. -/
def totalSpin (s : Matrix (Fin 2) (Fin 2) ℂ) : Matrix (Fin 2 × Fin 2) (Fin 2 × Fin 2) ℂ :=
  s ⊗ₖ 1 + 1 ⊗ₖ s

/-- The square of the total spin. -/
def totalSpinSq : Matrix (Fin 2 × Fin 2) (Fin 2 × Fin 2) ℂ :=
  totalSpin sx * totalSpin sx + totalSpin sy * totalSpin sy + totalSpin sz * totalSpin sz

/-- The expectation value `⟨ψ|A|ψ⟩` in a normalised state `ψ`. -/
def expect (A : Matrix (Fin 2 × Fin 2) (Fin 2 × Fin 2) ℂ) (ψ : State) : ℂ :=
  star ψ ⬝ᵥ (A *ᵥ ψ)

/-- The product state with spinor `a` on the first site and `b` on the second. -/
def product (a b : Fin 2 → ℂ) : State := fun p => a p.1 * b p.2

/-- The ferromagnetic state, up-up. -/
def ferro : State := product ![1, 0] ![1, 0]

/-- The Néel state, up-down. -/
def neel : State := product ![1, 0] ![0, 1]

/-- The singlet, up-down minus down-up, not normalised. -/
def singlet : State := product ![1, 0] ![0, 1] - product ![0, 1] ![1, 0]

/-- The Hamiltonian acts as `J (P/2 - 1/4)`, where `P` swaps the two spins. -/
theorem hamiltonian_mulVec (J : ℝ) (v : State) (i j : Fin 2) :
    (hamiltonian J *ᵥ v) (i, j) = J * (v (j, i) / 2 - v (i, j) / 4) := by
  have h : (exchange *ᵥ v) (i, j) = v (j, i) / 2 - v (i, j) / 4 := by
    fin_cases i <;> fin_cases j <;>
      simp [exchange, sx, sy, sz, Matrix.mulVec, dotProduct, Fintype.sum_prod_type,
        Fin.sum_univ_two, div_mul_div_comm] <;> ring
  rw [hamiltonian, Matrix.smul_mulVec, Pi.smul_apply, h, smul_eq_mul]

/-- The eigenvalue equation of the dimer, written out in components. -/
theorem eigen_iff (J : ℝ) (μ : ℂ) (v : State) :
    hamiltonian J *ᵥ v = μ • v ↔
      ∀ i j, (J : ℂ) * (v (j, i) / 2 - v (i, j) / 4) = μ * v (i, j) := by
  constructor
  · intro h i j
    rw [← hamiltonian_mulVec J v i j, h]
    rfl
  · intro h
    ext ⟨i, j⟩
    rw [hamiltonian_mulVec, h]
    rfl

/-- For `J ≠ 0`, the solutions at energy `-3J/4` are exactly the multiples of the singlet. -/
theorem singlet_iff {J : ℝ} (hJ : J ≠ 0) (v : State) :
    hamiltonian J *ᵥ v = (-3 * J / 4 : ℂ) • v ↔ ∃ c : ℂ, c • singlet = v := by
  have hJ' : (J : ℂ) ≠ 0 := Complex.ofReal_ne_zero.2 hJ
  rw [eigen_iff]
  constructor
  · intro h
    have e00 : v (0, 0) = 0 := mul_left_cancel₀ hJ' (by linear_combination h 0 0)
    have e11 : v (1, 1) = 0 := mul_left_cancel₀ hJ' (by linear_combination h 1 1)
    have e10 : v (1, 0) = -v (0, 1) := mul_left_cancel₀ hJ' (by linear_combination 2 * h 0 1)
    refine ⟨v (0, 1), ?_⟩
    ext ⟨i, j⟩
    fin_cases i <;> fin_cases j <;> simp [singlet, product, e00, e11, e10]
  · rintro ⟨c, rfl⟩ i j
    -- the singlet is odd under exchange of the spins
    have hs : singlet (j, i) = -singlet (i, j) := by
      fin_cases i <;> fin_cases j <;> simp [singlet, product]
    simp only [Pi.smul_apply, smul_eq_mul]
    rw [hs]
    ring

/-- For `J ≠ 0`, the solutions at energy `J/4` are exactly the states symmetric under exchange
of the two spins. -/
theorem triplet_iff {J : ℝ} (hJ : J ≠ 0) (v : State) :
    hamiltonian J *ᵥ v = (J / 4 : ℂ) • v ↔ v (0, 1) = v (1, 0) := by
  have hJ' : (J : ℂ) ≠ 0 := Complex.ofReal_ne_zero.2 hJ
  rw [eigen_iff]
  constructor
  · intro h
    exact mul_left_cancel₀ hJ' (by linear_combination (-2) * h 0 1)
  · intro h i j
    have hs : v (j, i) = v (i, j) := by
      fin_cases i <;> fin_cases j <;> simp [h]
    rw [hs]
    ring

/-- For `J ≠ 0`, the level `-3J/4` is simple and the level `J/4` is threefold degenerate. -/
theorem spectrum_dimer {J : ℝ} (hJ : J ≠ 0) :
    Module.finrank ℂ
        (Module.End.eigenspace (Matrix.toLin' (hamiltonian J)) (-3 * J / 4 : ℂ)) = 1 ∧
      Module.finrank ℂ
        (Module.End.eigenspace (Matrix.toLin' (hamiltonian J)) (J / 4 : ℂ)) = 3 := by
  constructor
  · have h : Module.End.eigenspace (Matrix.toLin' (hamiltonian J)) (-3 * J / 4 : ℂ)
        = Submodule.span ℂ {singlet} := by
      ext v
      rw [Module.End.mem_eigenspace_iff, Matrix.toLin'_apply, singlet_iff hJ,
        Submodule.mem_span_singleton]
    have h0 : singlet ≠ 0 := by
      intro h0
      have h1 := congrFun h0 (0, 1)
      simp [singlet, product] at h1
    rw [h, finrank_span_singleton h0]
  · -- the symmetric states are the kernel of one non-zero functional
    let f : State →ₗ[ℂ] ℂ :=
      { toFun := fun v => v (0, 1) - v (1, 0)
        map_add' := by
          intro v w
          simp only [Pi.add_apply]
          ring
        map_smul' := by
          intro c v
          simp only [Pi.smul_apply, smul_eq_mul, RingHom.id_apply]
          ring }
    have h : Module.End.eigenspace (Matrix.toLin' (hamiltonian J)) (J / 4 : ℂ)
        = LinearMap.ker f := by
      ext v
      rw [Module.End.mem_eigenspace_iff, Matrix.toLin'_apply, triplet_iff hJ,
        LinearMap.mem_ker]
      exact sub_eq_zero.symm
    have hf : Function.Surjective f := fun c =>
      ⟨fun p => if p = (0, 1) then c else 0, by simp [f]⟩
    have hr := LinearMap.finrank_range_add_finrank_ker f
    rw [LinearMap.range_eq_top.2 hf, finrank_top, Module.finrank_self,
      Module.finrank_fintype_fun_eq_card, Fintype.card_prod, Fintype.card_fin] at hr
    rw [h]
    exact Nat.add_left_cancel (n := 1) (hr.trans (by norm_num))

/-- A product of normalised spinors `a` and `b` has energy `J (|⟨a|b⟩|²/2 - 1/4)`. -/
theorem product_energy (J : ℝ) {a b : Fin 2 → ℂ} (ha : star a ⬝ᵥ a = 1)
    (hb : star b ⬝ᵥ b = 1) :
    expect (hamiltonian J) (product a b)
      = ((J * (Complex.normSq (star a ⬝ᵥ b) / 2 - 1 / 4) : ℝ) : ℂ) := by
  push_cast
  rw [← Complex.mul_conj]
  simp only [dotProduct, Fin.sum_univ_two, Pi.star_apply, Complex.star_def] at ha hb
  simp only [expect, dotProduct, Fintype.sum_prod_type, Fin.sum_univ_two, hamiltonian_mulVec,
    product, Pi.star_apply, Complex.star_def, map_add, map_mul, Complex.conj_conj]
  linear_combination
    (-(J : ℂ) / 4) * (starRingEnd ℂ (b 0) * b 0 + starRingEnd ℂ (b 1) * b 1) * ha
      + (-(J : ℂ) / 4) * hb

/-- For `J > 0`, no product of normalised spinors has energy below `-J/4`, and this value is
reached exactly when the two spinors are orthogonal. -/
theorem product_energy_min {J : ℝ} (hJ : 0 < J) {a b : Fin 2 → ℂ} (ha : star a ⬝ᵥ a = 1)
    (hb : star b ⬝ᵥ b = 1) :
    -J / 4 ≤ (expect (hamiltonian J) (product a b)).re ∧
      ((expect (hamiltonian J) (product a b)).re = -J / 4 ↔ star a ⬝ᵥ b = 0) := by
  rw [product_energy J ha hb, Complex.ofReal_re]
  have hn := mul_nonneg hJ.le (Complex.normSq_nonneg (star a ⬝ᵥ b))
  refine ⟨by linarith, fun h => ?_, fun h => ?_⟩
  · exact Complex.normSq_eq_zero.1 (mul_left_cancel₀ hJ.ne' (by linarith))
  · rw [h, Complex.normSq_zero]
    ring

/-- Let `ES` be the energy of the singlet and `ET` that of a non-zero exchange-symmetric
eigenstate `t`. The ferromagnetic and Néel states have energies `J/4` and `-J/4`, and their
difference `J/2` is half the gap `ET - ES`. -/
theorem broken_symmetry_half_gap (J : ℝ) {ES ET : ℂ} {t : State} (ht : t ≠ 0)
    (hsym : t (0, 1) = t (1, 0)) (hS : hamiltonian J *ᵥ singlet = ES • singlet)
    (hT : hamiltonian J *ᵥ t = ET • t) :
    expect (hamiltonian J) ferro = J / 4 ∧ expect (hamiltonian J) neel = -J / 4 ∧
      expect (hamiltonian J) ferro - expect (hamiltonian J) neel = J / 2 ∧
      expect (hamiltonian J) ferro - expect (hamiltonian J) neel = (ET - ES) / 2 := by
  have hF : expect (hamiltonian J) ferro = J / 4 := by
    rw [ferro, product_energy J (by simp [dotProduct]) (by simp [dotProduct])]
    simp [dotProduct]
    ring
  have hN : expect (hamiltonian J) neel = -J / 4 := by
    rw [neel, product_energy J (by simp [dotProduct]) (by simp [dotProduct])]
    simp [dotProduct]
    ring
  -- read off the two eigenvalues from non-zero components
  have s01 : singlet (0, 1) = 1 := by simp [singlet, product]
  have s10 : singlet (1, 0) = -1 := by simp [singlet, product]
  have h1 := (eigen_iff J ES singlet).1 hS 0 1
  rw [s01, s10] at h1
  have hsw : ∀ i j, t (j, i) = t (i, j) := by
    intro i j
    fin_cases i <;> fin_cases j <;> simp [hsym]
  obtain ⟨⟨i, j⟩, hp⟩ := Function.ne_iff.1 ht
  have h2 := (eigen_iff J ET t).1 hT i j
  rw [hsw i j] at h2
  have h3 : ET = J / 4 := mul_right_cancel₀ hp (by linear_combination -h2)
  rw [hF, hN, h3]
  refine ⟨rfl, rfl, by ring, by linear_combination (-1 / 2 : ℂ) * h1⟩

/-- The square of the total spin is `2 S₁·S₂ + 3/2`. -/
theorem totalSpinSq_eq : totalSpinSq = (2 : ℂ) • exchange + (3 / 2 : ℂ) • 1 := by
  have key : ∀ s : Matrix (Fin 2) (Fin 2) ℂ, s * s = (1 / 4 : ℂ) • 1 →
      totalSpin s * totalSpin s = (2 : ℂ) • (s ⊗ₖ s) + (1 / 2 : ℂ) • 1 := by
    intro s h
    simp only [totalSpin, add_mul, mul_add, ← Matrix.mul_kronecker_mul, one_mul, mul_one, h,
      Matrix.smul_kronecker, Matrix.kronecker_smul, Matrix.one_kronecker_one]
    module
  have hx : sx * sx = (1 / 4 : ℂ) • 1 := by
    ext i j
    fin_cases i <;> fin_cases j <;> simp [sx, Matrix.mul_apply, Fin.sum_univ_two] <;> norm_num
  have hy : sy * sy = (1 / 4 : ℂ) • 1 := by
    ext i j
    fin_cases i <;> fin_cases j <;>
      simp [sy, Matrix.mul_apply, Fin.sum_univ_two, div_mul_div_comm] <;> norm_num
  have hz : sz * sz = (1 / 4 : ℂ) • 1 := by
    ext i j
    fin_cases i <;> fin_cases j <;> simp [sz, Matrix.mul_apply, Fin.sum_univ_two] <;> norm_num
  rw [totalSpinSq, key sx hx, key sy hy, key sz hz, exchange]
  module

/-- Yamaguchi formula: two normalised states with different `⟨S²⟩` determine the coupling `J`
as twice their energy difference over their difference in `⟨S²⟩`. -/
theorem yamaguchi (J : ℝ) {ψ φ : State} (hψ : star ψ ⬝ᵥ ψ = 1) (hφ : star φ ⬝ᵥ φ = 1)
    (hne : expect totalSpinSq ψ ≠ expect totalSpinSq φ) :
    (J : ℂ) = 2 * (expect (hamiltonian J) ψ - expect (hamiltonian J) φ)
      / (expect totalSpinSq ψ - expect totalSpinSq φ) := by
  have hE : ∀ χ : State, expect (hamiltonian J) χ = J * expect exchange χ := by
    intro χ
    simp only [expect, hamiltonian, Matrix.smul_mulVec, dotProduct_smul, smul_eq_mul]
  have hQ : ∀ χ : State, star χ ⬝ᵥ χ = 1 →
      expect totalSpinSq χ = 2 * expect exchange χ + 3 / 2 := by
    intro χ h
    simp only [expect, totalSpinSq_eq, Matrix.add_mulVec, Matrix.smul_mulVec,
      Matrix.one_mulVec, dotProduct_add, dotProduct_smul, h, smul_eq_mul, mul_one]
  rw [eq_div_iff (sub_ne_zero.2 hne), hE, hE, hQ ψ hψ, hQ φ hφ]
  ring

end

end HeisenbergDimer
```

```lean
#print axioms HeisenbergDimer.spectrum_dimer
#print axioms HeisenbergDimer.product_energy_min
#print axioms HeisenbergDimer.broken_symmetry_half_gap
#print axioms HeisenbergDimer.yamaguchi
```

```
'HeisenbergDimer.spectrum_dimer' depends on axioms: [propext, Classical.choice, Quot.sound]
'HeisenbergDimer.product_energy_min' depends on axioms: [propext, Classical.choice, Quot.sound]
'HeisenbergDimer.broken_symmetry_half_gap' depends on axioms: [propext, Classical.choice, Quot.sound]
'HeisenbergDimer.yamaguchi' depends on axioms: [propext, Classical.choice, Quot.sound]
```

## Exact for the spin model, assumed for computed energies

### The statements in words

A `State` is a complex function on pairs of indices, and `v (i, j)` is the amplitude $v_{ij}$. The matrices `sx`, `sy` and `sz` are the spin components, `exchange` is $\mathbf S_1\cdot\mathbf S_2$ built from Kronecker products, and `hamiltonian J` multiplies it by a real $J$. The function `expect` computes $\langle\psi|A|\psi\rangle$ without dividing by the norm. It is therefore the physical expectation value for normalised states, which `ferro` and `neel` are. The vector `singlet` has norm $\sqrt2$ and is used only as an eigenvector.

- `spectrum_dimer` gives the dimensions 1 and 3 of the two eigenspaces for either sign of $J$. The assumption $J\neq0$ is needed because at $J=0$ both eigenspaces are the whole space.
- `product_energy` is the overlap formula for any real $J$. `product_energy_min` adds, for $J>0$, the lower bound and the fact that it is reached exactly by orthogonal spinors.
- `broken_symmetry_half_gap` takes `ES` and `ET` as the eigenvalues of the singlet and of a non-zero exchange-symmetric eigenstate `t`. It returns both product energies, their difference $J/2$, and its equality with `(ET - ES) / 2`. It holds for every real $J$; for negative $J$ the gap is negative.
- `yamaguchi` recovers $J$ from any two normalised states of the dimer with different $\langle S^2\rangle$.

### The lemmas behind them

`hamiltonian_mulVec` is the swap formula. `fin_cases` splits it into the four index pairs, and `simp` and `ring` evaluate the matrix entries. `eigen_iff` then turns the eigenvalue equation into equations for the amplitudes.

In `singlet_iff` and `triplet_iff`, `linear_combination` combines these equations as in the derivation, and `mul_left_cancel₀` cancels the non-zero $J$. For the dimensions, `spectrum_dimer` identifies the lower eigenspace with the span of the singlet, and the upper one with the kernel of the functional $v_{01}-v_{10}$. Rank-nullity gives that kernel dimension $4-1=3$.

The proof of `product_energy` expands the sums and uses the two normalisation conditions to reduce the constant term to $-J/4$. The half-gap theorem applies this formula to `ferro` and `neel`. It reads `ES` from the up-down amplitude of the singlet, and `ET` from some non-zero amplitude of `t`.

For the last result, `totalSpinSq_eq` squares each total-spin component, using that each single-spin component squares to $1/4$, and adds the three. `yamaguchi` substitutes this identity and clears the denominator.

### Where the model ends

The theorems concern two spins one-half with isotropic exchange and nothing else. The relation $J = 2(E_F - E_N)$ does not carry over unchanged to larger spins, anisotropic exchange or further neighbours.

The link to electronic structure is an assumption about the calculation: up to a common offset, the computed parallel and antiparallel energies are taken to be the expectation values of $H$ in the ferromagnetic and Néel states. This describes well-localised moments whose magnetic orbitals barely overlap, with the rest of the electron density responding alike in both configurations. The file says nothing about how well a given functional or Hubbard $U$ meets this condition.

The same applies to the Yamaguchi formula. In the file it is an identity in which the energy and $\langle S^2\rangle$ belong to the same two-spin state. Applied to total energies and to $\langle S^2\rangle$ values from Kohn–Sham determinants, it becomes an approximation whose quality has to be judged separately.
